# For normalised s-type Gaussians of exponent $a$ at spacing $d$ on a line, the zone-boundary Bloch overlap approaches $\frac{2}{d}\sqrt{2\pi/a}\;e^{-\pi^2/(2ad^2)}$ in ratio as $a\to0^+$

**Q:** In a periodic Gaussian calculation I orthogonalise the Bloch functions at each wave number $k$, which means dividing by the square root of an overlap eigenvalue. If that eigenvalue is tiny, rounding errors are amplified. What does your theorem tell me about this step?

**A:** It tells you how small the eigenvalue is at the zone boundary in the simplest case: an infinite chain with spacing $d$ and one normalised s-type Gaussian of exponent $a$ per cell. The overlap matrix at each $k$ is then a single number. At the zone boundary $k=\pi/d$ it is

$$S(a)=\sum_{n\in\mathbb Z}(-1)^n e^{-ad^2n^2/2},$$

and as the Gaussians become diffuse, its ratio to

$$L(a)=\frac{2}{d}\sqrt{\frac{2\pi}{a}}\;e^{-\pi^2/(2ad^2)}$$

tends to 1. For this one-orbital chain, near linear dependence therefore sets in exponentially in $1/(ad^2)$.

**Q:** An alternating sum whose terms near $n=0$ are close to 1 in size gives something exponentially small? Show me by hand.

**A:** Start with the normalised orbital $\phi_R(x)=(2a/\pi)^{1/4}e^{-a(x-R)^2}$. Since $x^2+(x-R)^2=2(x-R/2)^2+R^2/2$, the overlap of two orbitals a distance $R$ apart is

$$\int\phi_0\phi_R\,dx=\sqrt{\frac{2a}{\pi}}\,e^{-aR^2/2}\int e^{-2a(x-R/2)^2}dx=e^{-aR^2/2},$$

because the last integral is $\sqrt{\pi/(2a)}$.

The Bloch overlap is the lattice sum of $f(n)$ with $f(y)=e^{ikdy-ad^2y^2/2}$. Poisson summation replaces it by the sum of the Fourier integrals

$$\int f(y)e^{-2\pi i n y}dy=\frac1d\sqrt{\frac{2\pi}{a}}\;e^{-(k-2\pi n/d)^2/(2a)}.$$

So in reciprocal space we have Gaussians in $k$, centred at the points $2\pi n/d$. They are all positive, and the cancellation has disappeared.

Now set $k=\pi/d$ and relabel $n\to-n$. The squared distance becomes $(\pi/d)^2(2n+1)^2$, and $(2n+1)^2=1+4n(n+1)$. With $c=2\pi^2/(ad^2)$, each exponential is $e^{-\pi^2/(2ad^2)}e^{-cn(n+1)}$. The indices $n$ and $-(n+1)$ give equal terms, so

$$S(a)=L(a)\sum_{n\ge0}e^{-cn(n+1)}.$$

The factor 2 in $L$ comes from this pairing: the zone boundary is equally far from two nearest reciprocal lattice points.

The term $n=0$ is 1 and the others are positive, so the remaining sum is at least 1. For integers $n\ge0$ we have $n(n+1)\ge2n$, so a geometric series bounds it from above:

$$1\le\frac{S(a)}{L(a)}\le\frac{1}{1-e^{-4\pi^2/(ad^2)}}.$$

As $a\to0^+$ the upper bound tends to 1, and so does the ratio.

**Q:** I accept that. My doubt is whether the formal version is about orbitals at all, or only about a series that someone has named "overlap".

**A:** It starts from the orbitals, and the overlap is defined as an integral over the real line.

```lean
import Mathlib

open Real Filter Topology MeasureTheory

namespace GaussianChain

noncomputable section

/-- The s-type Gaussian orbital with exponent `a > 0` centred at `R` on a line, with the
prefactor `(2a/π)^(1/4)`. -/
def orbital (a R x : ℝ) : ℝ := √(√(2 * a / π)) * exp (-a * (x - R) ^ 2)

/-- The overlap integral of two Gaussian orbitals a distance `R` apart. -/
def overlap (a R : ℝ) : ℝ := ∫ x, orbital a 0 x * orbital a R x
```

The nested square root in `orbital` is the fourth root $(2a/\pi)^{1/4}$. Normalisation is not assumed: it follows from the overlap formula at $R=0$.

**Q:** And the Bloch sum?

**A:** It weights the overlap with the $n$-th neighbour by the phase $e^{iknd}$. This is the overlap per cell of the Bloch function with itself. It is complex-valued by type, while the alternating sum and the leading law are real.

```lean
/-- The Bloch overlap at wave number `k` of a chain of Gaussians with spacing `d`. -/
def blochOverlap (a d k : ℝ) : ℂ :=
  ∑' n : ℤ, Complex.exp (Complex.I * k * (n * d)) * overlap a (n * d)

/-- The alternating lattice sum of Gaussian overlaps. -/
def zoneBoundaryOverlap (a d : ℝ) : ℝ :=
  ∑' n : ℤ, (-1 : ℝ) ^ n * exp (-a * d ^ 2 * n ^ 2 / 2)

/-- The leading law for diffuse Gaussians at the zone boundary, for `a > 0` and `d > 0`. -/
def leadingOverlap (a d : ℝ) : ℝ :=
  2 * √(2 * π / a) / d * exp (-π ^ 2 / (2 * a * d ^ 2))
```

In Lean, `-π ^ 2` means $-(\pi^2)$, so the last exponential is indeed small.

**Q:** Then read me the final statement in words.

**A:** `zoneBoundaryOverlap_asymptotic` says: for every real $d>0$, the function that sends $a$ to $S(a)/L(a)$ tends to 1 as $a$ approaches 0 through positive values. `Tendsto` expresses the limit, `𝓝[>] 0` the one-sided approach, and `𝓝 1` the target. The only hypothesis is `hd : 0 < d`. The denominator is written out in full, so you can read the law in the theorem itself.

**Q:** Why a ratio? Both quantities go to zero, so their difference does too.

**A:** That is the reason. A vanishing difference would hold for any law that goes to zero, whereas the ratio fixes both the exponent and the prefactor.

**Q:** What does the model leave out?

**A:** It has one dimension, one uncontracted s-type function per cell, and an infinite lattice. Several functions per cell would give a genuine overlap matrix, whose smallest eigenvalue this statement does not address. Nor does it compare the zone boundary with other values of $k$.

**Q:** Now the proof. Where is the square completed?

**A:** In the first theorem. The step `h` rewrites the product of the two orbitals as a Gaussian about the midpoint, with `ring` checking the exponents. Then `hshift` moves the centre to the origin, `integral_gaussian` evaluates the integral, and `hn` cancels the normalisation against it.

```lean
/-- Two Gaussian orbitals of exponent `a` at distance `R` have overlap `exp (-a R² / 2)`. -/
theorem overlap_eq {a : ℝ} (ha : 0 < a) (R : ℝ) : overlap a R = exp (-a * R ^ 2 / 2) := by
  -- the product of two Gaussians is a Gaussian centred at the midpoint
  have h : ∀ x, orbital a 0 x * orbital a R x =
      (√(2 * a / π) * exp (-a * R ^ 2 / 2)) * exp (-(2 * a) * (x - R / 2) ^ 2) := by
    intro x
    have hs : √(√(2 * a / π)) * √(√(2 * a / π)) = √(2 * a / π) :=
      Real.mul_self_sqrt (Real.sqrt_nonneg _)
    have he : exp (-a * (x - 0) ^ 2) * exp (-a * (x - R) ^ 2) =
        exp (-a * R ^ 2 / 2) * exp (-(2 * a) * (x - R / 2) ^ 2) := by
      rw [← Real.exp_add, ← Real.exp_add]
      congr 1
      ring
    unfold orbital
    rw [mul_mul_mul_comm, hs, he, mul_assoc]
  have hshift : ∫ x : ℝ, exp (-(2 * a) * (x - R / 2) ^ 2) = ∫ x : ℝ, exp (-(2 * a) * x ^ 2) :=
    integral_sub_right_eq_self (fun x : ℝ => exp (-(2 * a) * x ^ 2)) (R / 2)
  have hn : √(2 * a / π) * √(π / (2 * a)) = 1 := by
    have h1 : 2 * a / π * (π / (2 * a)) = 1 := by field_simp
    rw [← Real.sqrt_mul (by positivity), h1, Real.sqrt_one]
  simp only [overlap, h]
  rw [integral_const_mul, hshift, integral_gaussian]
  linear_combination exp (-a * R ^ 2 / 2) * hn
```

**Q:** Poisson summation is where I would expect a lost factor of $2\pi$.

**A:** Mathlib states it for exponents of the form $-\pi t n^2+2\pi\beta n$, so the proof sets $t=ad^2/(2\pi)$ and $\beta=ikd/(2\pi)$. The step `hl` matches the lattice side to that form and `hr` matches the reciprocal side. `hpre` turns $1/\sqrt t$ into $\sqrt{2\pi/a}/d$. The result holds for all $a>0$ and $d>0$ and every real $k$.

```lean
/-- In reciprocal space the Bloch overlap is a sum of Gaussians in `k` centred at the
reciprocal lattice points `2πn/d`. -/
theorem blochOverlap_eq {a d : ℝ} (ha : 0 < a) (hd : 0 < d) (k : ℝ) :
    blochOverlap a d k =
      ((√(2 * π / a) / d * ∑' n : ℤ, exp (-(k - 2 * π * n / d) ^ 2 / (2 * a)) : ℝ) : ℂ) := by
  have hpi : (π : ℂ) ≠ 0 := Complex.ofReal_ne_zero.2 pi_ne_zero
  have hac : (a : ℂ) ≠ 0 := Complex.ofReal_ne_zero.2 ha.ne'
  have hdc : (d : ℂ) ≠ 0 := Complex.ofReal_ne_zero.2 hd.ne'
  obtain ⟨t, ht⟩ : ∃ t : ℝ, t = a * d ^ 2 / (2 * π) := ⟨_, rfl⟩
  obtain ⟨β, hβ⟩ : ∃ β : ℂ, β = Complex.I * k * d / (2 * π) := ⟨_, rfl⟩
  have ht0 : 0 < t := by rw [ht]; positivity
  have htc : (t : ℂ) = a * d ^ 2 / (2 * π) := by simp [ht]
  have h1 : (π : ℂ) * t = a * d ^ 2 / 2 := by rw [htc]; field_simp
  have h2 : 2 * (π : ℂ) * β = Complex.I * k * d := by rw [hβ]; field_simp
  have h3 : Complex.I * β = -(k * d / (2 * π)) := by
    rw [hβ]
    linear_combination ((k : ℂ) * d / (2 * π)) * Complex.I_sq
  -- Poisson summation
  have hP := Complex.tsum_exp_neg_quadratic (a := (t : ℂ)) (by simpa using ht0) β
  have hl : blochOverlap a d k =
      ∑' n : ℤ, Complex.exp (-π * t * (n : ℂ) ^ 2 + 2 * π * β * n) := by
    unfold blochOverlap
    refine tsum_congr fun n => ?_
    rw [overlap_eq ha, Complex.ofReal_exp, ← Complex.exp_add]
    congr 1
    push_cast
    linear_combination (n : ℂ) ^ 2 * h1 - (n : ℂ) * h2
  have hr : ∀ n : ℤ, Complex.exp (-π / t * ((n : ℂ) + Complex.I * β) ^ 2) =
      ((exp (-(k - 2 * π * n / d) ^ 2 / (2 * a)) : ℝ) : ℂ) := by
    intro n
    rw [Complex.ofReal_exp, h3, htc]
    congr 1
    push_cast
    field_simp
    ring
  -- the prefactor
  have hst : √(2 * π / a) * √t = d := by
    have h4 : 2 * π / a * t = d ^ 2 := by rw [ht]; field_simp
    rw [← Real.sqrt_mul (by positivity), h4, Real.sqrt_sq hd.le]
  have hsq : 1 / √t = √(2 * π / a) / d := by
    rw [div_eq_div_iff (Real.sqrt_pos.2 ht0).ne' hd.ne']
    linarith
  have hcp : (t : ℂ) ^ (1 / 2 : ℂ) = ((√t : ℝ) : ℂ) := by
    rw [Real.sqrt_eq_rpow, Complex.ofReal_cpow ht0.le]
    norm_num
  have hpre : 1 / (t : ℂ) ^ (1 / 2 : ℂ) = ((√(2 * π / a) / d : ℝ) : ℂ) := by
    rw [hcp, ← hsq, Complex.ofReal_div, Complex.ofReal_one]
  rw [hl, hP, hpre, Complex.ofReal_mul, Complex.ofReal_tsum]
  congr 1
  exact tsum_congr hr
```

**Q:** And what ties the alternating series to this Bloch overlap?

**A:** A separate theorem. At $k=\pi/d$ the phase is $e^{i\pi n}=(-1)^n$, which the proof obtains from `Complex.exp_int_mul` and `Complex.exp_pi_mul_I`. The overlap formula supplies the Gaussian factor.

```lean
/-- At the zone boundary `k = π/d` the Bloch overlap is the alternating lattice sum. -/
theorem blochOverlap_zoneBoundary {a d : ℝ} (ha : 0 < a) (hd : 0 < d) :
    blochOverlap a d (π / d) = (zoneBoundaryOverlap a d : ℂ) := by
  have hdc : (d : ℂ) ≠ 0 := Complex.ofReal_ne_zero.2 hd.ne'
  unfold blochOverlap zoneBoundaryOverlap
  rw [Complex.ofReal_tsum]
  refine tsum_congr fun n => ?_
  have h1 : Complex.I * ((π / d : ℝ) : ℂ) * (n * d) = n * (π * Complex.I) := by
    push_cast
    field_simp
  have h2 : -a * ((n : ℝ) * d) ^ 2 / 2 = -a * d ^ 2 * n ^ 2 / 2 := by ring
  rw [overlap_eq ha, h1, h2, Complex.exp_int_mul, Complex.exp_pi_mul_I]
  push_cast
  rfl
```

**Q:** Next you need control of the correction sum.

**A:** That lemma is stated for any $c>0$. The step `hle` is the termwise comparison with the geometric series, using $n\le n^2$ for natural numbers. It gives both convergence and the upper bound. Keeping only the term $n=0$ gives the lower bound.

```lean
/-- The sum of `exp (-c n (n + 1))` over `n ≥ 0` converges and lies between `1` and
`1 / (1 - exp (-2c))`. -/
theorem correction_bounds {c : ℝ} (hc : 0 < c) :
    Summable (fun n : ℕ => exp (-c * (n * (n + 1)))) ∧
      1 ≤ ∑' n : ℕ, exp (-c * (n * (n + 1))) ∧
      ∑' n : ℕ, exp (-c * (n * (n + 1))) ≤ (1 - exp (-(2 * c)))⁻¹ := by
  have hlt : exp (-(2 * c)) < 1 := Real.exp_lt_one_iff.2 (by linarith)
  have hg := summable_geometric_of_lt_one (Real.exp_pos (-(2 * c))).le hlt
  -- comparison with a geometric series, since n (n + 1) ≥ 2 n
  have hle : ∀ n : ℕ, exp (-c * (n * (n + 1))) ≤ exp (-(2 * c)) ^ n := by
    intro n
    rw [← Real.exp_nat_mul, Real.exp_le_exp]
    have h : (n : ℝ) ≤ n * n := by exact_mod_cast Nat.le_mul_self n
    nlinarith [mul_le_mul_of_nonneg_left h hc.le]
  have hs : Summable (fun n : ℕ => exp (-c * (n * (n + 1)))) :=
    Summable.of_nonneg_of_le (fun n => (Real.exp_pos _).le) hle hg
  refine ⟨hs, ?_, ?_⟩
  · have h0 := hs.le_tsum 0 (fun j _ => (Real.exp_pos _).le)
    simpa using h0
  · rw [← tsum_geometric_of_lt_one (Real.exp_pos (-(2 * c))).le hlt]
    exact hs.tsum_le_tsum hle hg
```

**Q:** Does the pairing of reciprocal points appear explicitly?

**A:** Yes. The proof first equates the two expressions for the Bloch overlap at the zone boundary and passes from complex to real numbers. In `hsplit` it relabels $n\to-n$ and factors out the leading exponential. `hneg` says that $n$ and $-(n+1)$ give the same term, and `hfold` folds the sum over all integers into twice the sum over $n\ge0$.

```lean
/-- The zone-boundary overlap is exactly the leading law times a sum over pairs of
reciprocal lattice points. -/
theorem zoneBoundaryOverlap_eq {a d : ℝ} (ha : 0 < a) (hd : 0 < d) :
    zoneBoundaryOverlap a d = leadingOverlap a d *
      ∑' n : ℕ, exp (-(2 * π ^ 2 / (a * d ^ 2)) * (n * (n + 1))) := by
  have hS := Complex.ofReal_injective
    ((blochOverlap_zoneBoundary ha hd).symm.trans (blochOverlap_eq ha hd (π / d)))
  obtain ⟨c, hc⟩ : ∃ c : ℝ, c = 2 * π ^ 2 / (a * d ^ 2) := ⟨_, rfl⟩
  have hc0 : 0 < c := by rw [hc]; positivity
  have hs := (correction_bounds hc0).1
  have hsplit : ∑' n : ℤ, exp (-(π / d - 2 * π * n / d) ^ 2 / (2 * a)) =
      ∑' n : ℤ, exp (-π ^ 2 / (2 * a * d ^ 2)) * exp (-c * (n * (n + 1))) := by
    refine ((Equiv.neg ℤ).tsum_eq
      (fun n : ℤ => exp (-(π / d - 2 * π * n / d) ^ 2 / (2 * a)))).symm.trans
      (tsum_congr fun n => ?_)
    simp only [Equiv.neg_apply]
    rw [← Real.exp_add, hc]
    congr 1
    push_cast
    field_simp
    ring
  -- the points n and -(n + 1) are equally far from the zone boundary
  have hneg : ∀ n : ℕ, exp (-c * (((-((n : ℤ) + 1) : ℤ) : ℝ) *
      (((-((n : ℤ) + 1) : ℤ) : ℝ) + 1))) = exp (-c * (n * (n + 1))) := by
    intro n
    congr 1
    push_cast
    ring
  have hfold : ∑' n : ℤ, exp (-c * ((n : ℝ) * (n + 1))) =
      2 * ∑' n : ℕ, exp (-c * (n * (n + 1))) := by
    have h := tsum_of_nat_of_neg_add_one (f := fun n : ℤ => exp (-c * ((n : ℝ) * (n + 1))))
      (by simpa only [Int.cast_natCast] using hs) (by simpa only [hneg] using hs)
    simp only [hneg, Int.cast_natCast] at h
    rw [h, two_mul]
  rw [hS, hsplit, tsum_mul_left, hfold, ← hc]
  unfold leadingOverlap
  ring
```

**Q:** So this is an identity, with no approximation yet?

**A:** Correct, for every $a>0$ and $d>0$. Dividing by the positive leading law and inserting the bounds on the correction gives a two-sided estimate, also for every $a>0$. You can therefore bound the relative error of the leading law at a given exponent, without appealing to a limit.

```lean
/-- For every exponent `a > 0` the zone-boundary overlap is at least the leading law, and
exceeds it at most by the factor `1 / (1 - exp (-4π²/(a d²)))`. -/
theorem zoneBoundaryOverlap_bounds {a d : ℝ} (ha : 0 < a) (hd : 0 < d) :
    1 ≤ zoneBoundaryOverlap a d / leadingOverlap a d ∧
      zoneBoundaryOverlap a d / leadingOverlap a d ≤
        (1 - exp (-(4 * π ^ 2 / (a * d ^ 2))))⁻¹ := by
  have hL : 0 < leadingOverlap a d := by unfold leadingOverlap; positivity
  have hc : 0 < 2 * π ^ 2 / (a * d ^ 2) := by positivity
  have h2 : 4 * π ^ 2 / (a * d ^ 2) = 2 * (2 * π ^ 2 / (a * d ^ 2)) := by ring
  rw [zoneBoundaryOverlap_eq ha hd, mul_div_cancel_left₀ _ hL.ne', h2]
  exact (correction_bounds hc).2
```

**Q:** Lean gives a divergent infinite sum the value 0. Could $S(a)$ be such a default?

**A:** No. The lower bound gives $S(a)\ge L(a)>0$, and a default value would be 0.

**Q:** Then only the limit is left.

**A:** In the last proof, `h1` shows that $e^{-4\pi^2/(ad^2)}$ tends to 0, because $1/a$ grows without bound as $a\to0^+$. `h2` concludes that the upper bound tends to 1. The squeeze theorem then takes the constant 1 from below and this bound from above. Both inequalities are needed only for positive $a$, which is what the one-sided limit provides.

```lean
/-- As the Gaussians become diffuse, `a → 0⁺` at fixed spacing `d`, the ratio of the
zone-boundary overlap to `(2 √(2π/a) / d) exp (-π²/(2 a d²))` tends to one. -/
theorem zoneBoundaryOverlap_asymptotic {d : ℝ} (hd : 0 < d) :
    Tendsto (fun a => zoneBoundaryOverlap a d /
      (2 * √(2 * π / a) / d * exp (-π ^ 2 / (2 * a * d ^ 2)))) (𝓝[>] 0) (𝓝 1) := by
  have h1 : Tendsto (fun a : ℝ => exp (-(4 * π ^ 2 / (a * d ^ 2)))) (𝓝[>] 0) (𝓝 0) := by
    have h := Real.tendsto_exp_neg_atTop_nhds_zero.comp
      (Tendsto.const_mul_atTop (show 0 < 4 * π ^ 2 / d ^ 2 by positivity)
        tendsto_inv_nhdsGT_zero)
    refine h.congr fun a => ?_
    simp only [Function.comp_apply]
    congr 2
    ring
  have h2 : Tendsto (fun a : ℝ => (1 - exp (-(4 * π ^ 2 / (a * d ^ 2))))⁻¹)
      (𝓝[>] 0) (𝓝 1) := by
    have h := (h1.const_sub 1).inv₀ (by norm_num)
    rwa [sub_zero, inv_one] at h
  -- squeeze between the two bounds
  refine tendsto_of_tendsto_of_tendsto_of_le_of_le' tendsto_const_nhds h2 ?_ ?_
  · filter_upwards [self_mem_nhdsWithin] with a ha
    exact (zoneBoundaryOverlap_bounds ha hd).1
  · filter_upwards [self_mem_nhdsWithin] with a ha
    exact (zoneBoundaryOverlap_bounds ha hd).2

end

end GaussianChain
```

```lean
#print axioms GaussianChain.zoneBoundaryOverlap_asymptotic
```

```
'GaussianChain.zoneBoundaryOverlap_asymptotic' depends on axioms: [propext, Classical.choice, Quot.sound]
```
